# Half-projecting a Néel state of an even number \(n\ge 4\) of spins one-half leaves \(\langle S^2\rangle\) at \(n/2\)

## Does half-projection do anything to four spins?

If I judge half-projection by \(\langle S^2\rangle\), I have to conclude that my code is broken. I take the alternating product state \(A\) (up, down, up, down), reverse every spin to get \(B\), and form \((A\pm B)/\sqrt2\). For two spins this works nicely: \(A\) has \(\langle S^2\rangle=1\), and the two combinations give 2 and 0, a triplet and a singlet. For four spins I get 2 from \(A\), 2 from the plus combination and 2 from the minus combination. Is this a bug, or does the projection really do nothing?

## \(S^2\) reverses at most two spins, so for \(n\ge4\) it cannot connect \(A\) with \(B\)

It is not a bug, and the projection does do something: each combination has a definite parity under reversal of all spins, which \(A\) lacks. But \(\langle S^2\rangle\) can tell \((A+B)/\sqrt2\) from \((A-B)/\sqrt2\) only through the matrix element \(\langle A|S^2|B\rangle\), and for \(n\ge4\) this is zero.

To see this, set \(\hbar=1\) and number the sites \(i=0,\dots,n-1\). Let \(s\) be an up-down configuration, \(z_i(s)=\pm1\) the sign of its spin at site \(i\), \(F_i s\) the configuration with that spin reversed, \(\bar s\) the one with all spins reversed, and \(M(s)=\tfrac12\sum_i z_i(s)\). For a state with amplitudes \(\psi(s)\), the Pauli matrices give

\[
(S_x\psi)(s)=\tfrac12\sum_i\psi(F_is),\qquad
(S_y\psi)(s)=\tfrac12\sum_i\bigl(-\mathrm i\,z_i(s)\bigr)\psi(F_is),\qquad
(S_z\psi)(s)=M(s)\psi(s).
\]

Applying each component twice and adding, with \((-\mathrm i)^2=-1\), gives

\[
(S^2\psi)(s)=\tfrac14\sum_{i,j}\bigl(1-z_i(s)\,z_j(F_is)\bigr)\psi(F_jF_is)+M(s)^2\psi(s).
\]

For \(i=j\) the spin is reversed twice, so \(F_iF_is=s\), and \(z_i(F_is)=-z_i(s)\) makes the bracket equal to 2. These \(n\) terms add up to \(\tfrac n2\psi(s)\). The terms with \(i\ne j\) exchange antiparallel spins; for parallel spins the bracket vanishes.

Now take \(\psi=a|s\rangle+b|\bar s\rangle\) with \(|a|^2+|b|^2=1\) and \(n\ge3\). Reversing two different spins of \(s\) does not give back \(s\), since two sites have changed. It does not give \(\bar s\) either, since at least one site has not changed. The same holds starting from \(\bar s\). All terms with \(i\neq j\) therefore vanish at both configurations, and since \(M(\bar s)=-M(s)\),

\[
\langle S^2\rangle=(|a|^2+|b|^2)\left(\tfrac n2+M(s)^2\right)=\tfrac n2+M(s)^2 .
\]

The alternating configuration with even \(n\) has \(M=0\), which leaves \(n/2\) for \(A\) and for both combinations.

For two antiparallel spins, reversing both sites is the complete flip. The two ordered pairs contribute \(\tfrac14(2+2)\psi(\bar s)\), so \((S^2\psi)(s)=\psi(s)+\psi(\bar s)\) and

\[
\langle S^2\rangle=a^*(a+b)+b^*(b+a)=|a+b|^2 .
\]

This is 2 for \(a=b=1/\sqrt2\) and 0 for \(a=-b=1/\sqrt2\).

Here is the same argument in Lean 4 with Mathlib.

```lean
import Mathlib

open Finset

namespace HalfProjectedNeel

noncomputable section

/-- A configuration of `n` spins one-half; `true` is up and `false` is down. -/
abbrev Config (n : ℕ) := Fin n → Bool

/-- A state vector, given by its amplitudes on the up-down configurations. -/
abbrev State (n : ℕ) := Config n → ℂ

/-- The eigenvalue of the Pauli matrix `σz`: `1` for up and `-1` for down. -/
def sgn (b : Bool) : ℂ := if b then 1 else -1

/-- Reverse the spin at site `i`. -/
def flipAt {n : ℕ} (i : Fin n) (s : Config n) : Config n := Function.update s i (!s i)

/-- Reverse all spins. -/
def flipAll {n : ℕ} (s : Config n) : Config n := fun i => !s i

/-- The total spin projection `M` of a configuration, in units of `ℏ`. -/
def magnetization {n : ℕ} (s : Config n) : ℂ := 1 / 2 * ∑ i, sgn (s i)

/-- The total spin component `Sx`, half the sum of the Pauli operators `σx`. -/
def Sx {n : ℕ} (ψ : State n) : State n := fun s => 1 / 2 * ∑ i, ψ (flipAt i s)

/-- The total spin component `Sy`, half the sum of the Pauli operators `σy`. -/
def Sy {n : ℕ} (ψ : State n) : State n :=
  fun s => 1 / 2 * ∑ i, (-Complex.I * sgn (s i)) * ψ (flipAt i s)

/-- The total spin component `Sz`, diagonal in the configurations. -/
def Sz {n : ℕ} (ψ : State n) : State n := fun s => magnetization s * ψ s

/-- The total spin operator `S² = Sx² + Sy² + Sz²`. -/
def spinSq {n : ℕ} (ψ : State n) : State n :=
  fun s => Sx (Sx ψ) s + Sy (Sy ψ) s + Sz (Sz ψ) s

/-- The quadratic form `⟨ψ|S²|ψ⟩`. -/
def spinExp {n : ℕ} (ψ : State n) : ℂ := ∑ s, star (ψ s) * spinSq ψ s

/-- The superposition `a|s⟩ + b|s'⟩`, where `s'` is `s` with all spins reversed. -/
def superpose {n : ℕ} (a b : ℂ) (s : Config n) : State n :=
  fun t => (if t = s then a else 0) + (if t = flipAll s then b else 0)

/-- The alternating configuration up, down, up, down, ... -/
def neel (n : ℕ) : Config n := fun i => decide (i.val % 2 = 0)

/-- The state `(A + η B)/√2` built from the alternating state `A` and its complete
spin flip `B`; the half-projected states are those with `η = 1` and `η = -1`. -/
def halfProjected (n : ℕ) (η : ℂ) : State n :=
  superpose ((1 / Real.sqrt 2 : ℝ) : ℂ) (η * ((1 / Real.sqrt 2 : ℝ) : ℂ)) (neel n)

/-- The operator `S²` consists of double spin flips and the squared magnetization. -/
theorem spinSq_apply {n : ℕ} (ψ : State n) (s : Config n) :
    spinSq ψ s = 1 / 4 * ∑ i, ∑ j,
      (1 - sgn (s i) * sgn (flipAt i s j)) * ψ (flipAt j (flipAt i s))
      + magnetization s ^ 2 * ψ s := by
  have hx : Sx (Sx ψ) s = 1 / 4 * ∑ i, ∑ j, ψ (flipAt j (flipAt i s)) := by
    simp only [Sx, Finset.mul_sum]
    exact sum_congr rfl fun i _ => sum_congr rfl fun j _ => by ring
  have hy : Sy (Sy ψ) s = 1 / 4 * ∑ i, ∑ j,
      -(sgn (s i) * sgn (flipAt i s j)) * ψ (flipAt j (flipAt i s)) := by
    simp only [Sy, Finset.mul_sum]
    refine sum_congr rfl fun i _ => sum_congr rfl fun j _ => ?_
    linear_combination (1 / 4 * sgn (s i) * sgn (flipAt i s j) *
      ψ (flipAt j (flipAt i s))) * Complex.I_sq
  change Sx (Sx ψ) s + Sy (Sy ψ) s + Sz (Sz ψ) s = _
  rw [hx, hy]
  simp only [Sz, sub_mul, one_mul, neg_mul, sum_sub_distrib, sum_neg_distrib]
  ring

/-- If `ψ` vanishes on every configuration reached from `s` by reversing two different
spins, then `S²` multiplies its amplitude at `s` by `n/2 + M²`. -/
theorem spinSq_of_no_pair_flip {n : ℕ} (ψ : State n) (s : Config n)
    (h : ∀ i j, i ≠ j → ψ (flipAt j (flipAt i s)) = 0) :
    spinSq ψ s = ((n : ℂ) / 2 + magnetization s ^ 2) * ψ s := by
  -- only the terms that flip the same spin twice survive
  have hsum : ∀ i, ∑ j, (1 - sgn (s i) * sgn (flipAt i s j)) *
      ψ (flipAt j (flipAt i s)) = 2 * ψ s := by
    intro i
    rw [Finset.sum_eq_single i]
    · have h1 : sgn (s i) * sgn (flipAt i s i) = -1 := by
        cases hs : s i <;> simp [flipAt, sgn, hs]
      have h2 : flipAt i (flipAt i s) = s := by simp [flipAt]
      rw [h1, h2]
      ring
    · intro j _ hj
      rw [h i j hj.symm, mul_zero]
    · simp
  rw [spinSq_apply]
  simp only [hsum, sum_const, card_univ, Fintype.card_fin, nsmul_eq_mul]
  ring

/-- For at least one spin, the amplitudes of `a|s⟩ + b|s'⟩` at `s` and at its complete
flip `s'` are `a` and `b`. -/
theorem superpose_apply {n : ℕ} (hn : 0 < n) (a b : ℂ) (s : Config n) :
    superpose a b s s = a ∧ superpose a b s (flipAll s) = b := by
  have hne : s ≠ flipAll s := by
    intro h
    have h0 := congrFun h ⟨0, hn⟩
    simp [flipAll] at h0
  exact ⟨by simp [superpose, hne], by simp [superpose, hne.symm]⟩

/-- In `a|s⟩ + b|s'⟩` only the values of `S²ψ` at `s` and `s'` enter `⟨ψ|S²|ψ⟩`. -/
theorem spinExp_superpose {n : ℕ} (a b : ℂ) (s : Config n) :
    spinExp (superpose a b s) = star a * spinSq (superpose a b s) s
      + star b * spinSq (superpose a b s) (flipAll s) := by
  have h : ∀ φ : State n, ∑ t, star (superpose a b s t) * φ t
      = star a * φ s + star b * φ (flipAll s) := by
    intro φ
    simp only [superpose, star_add, add_mul, sum_add_distrib, apply_ite (star : ℂ → ℂ),
      star_zero, ite_mul, zero_mul, Finset.sum_ite_eq', Finset.mem_univ, if_true]
  exact h _

/-- For three or more spins, every normalized superposition of a configuration and its
complete spin flip has `⟨S²⟩ = n/2 + M²`, whatever the two amplitudes. -/
theorem spinExp_flip_superposition {n : ℕ} (hn : 3 ≤ n) (a b : ℂ)
    (hab : ‖a‖ ^ 2 + ‖b‖ ^ 2 = 1) (s : Config n) :
    spinExp (superpose a b s) = (n : ℂ) / 2 + magnetization s ^ 2 := by
  have hf : flipAll (flipAll s) = s := by funext i; simp [flipAll]
  -- for `n ≥ 3`, flipping two different spins leads neither back to the start nor to the
  -- complete flip
  have key : ∀ t, (t = s ∨ t = flipAll s) → ∀ i j, i ≠ j →
      superpose a b s (flipAt j (flipAt i t)) = 0 := by
    intro t ht i j hij
    have h1 : flipAt j (flipAt i t) ≠ t := by
      intro h
      have hi := congrFun h i
      simp [flipAt, hij] at hi
    have h2 : flipAt j (flipAt i t) ≠ flipAll t := by
      intro h
      have hk : ∃ k, k ∉ ({i, j} : Finset (Fin n)) := by
        by_contra hc
        have hsub : (Finset.univ : Finset (Fin n)) ⊆ {i, j} :=
          fun k _ => not_exists_not.mp hc k
        have hcard := Finset.card_le_card hsub
        have htwo : ({i, j} : Finset (Fin n)).card ≤ 2 := Finset.card_le_two
        rw [Finset.card_univ, Fintype.card_fin] at hcard
        omega
      obtain ⟨k, hk⟩ := hk
      simp only [Finset.mem_insert, Finset.mem_singleton, not_or] at hk
      have hkk := congrFun h k
      simp [flipAt, flipAll, hk.1, hk.2] at hkk
    rcases ht with ht | ht
    · rw [ht] at h1 h2 ⊢
      simp only [superpose, if_neg h1, if_neg h2, add_zero]
    · rw [ht] at h1 h2 ⊢
      rw [hf] at h2
      simp only [superpose, if_neg h1, if_neg h2, add_zero]
  have hz : ∀ c, sgn (!c) = -sgn c := by intro c; cases c <;> simp [sgn]
  have hm : magnetization (flipAll s) = -magnetization s := by
    simp only [magnetization, flipAll, hz, sum_neg_distrib, mul_neg]
  have hv := superpose_apply (by omega : 0 < n) a b s
  have hnorm : star a * a + star b * b = 1 := by
    have ha : star a * a = (‖a‖ : ℂ) ^ 2 := Complex.conj_mul' a
    have hb : star b * b = (‖b‖ : ℂ) ^ 2 := Complex.conj_mul' b
    rw [ha, hb]
    exact_mod_cast hab
  rw [spinExp_superpose, spinSq_of_no_pair_flip _ s (key s (Or.inl rfl)),
    spinSq_of_no_pair_flip _ (flipAll s) (key _ (Or.inr rfl)), hv.1, hv.2, hm]
  linear_combination ((n : ℂ) / 2 + magnetization s ^ 2) * hnorm

/-- The alternating configuration of an even number of spins has `M = 0`. -/
theorem magnetization_neel {n : ℕ} (hn : Even n) : magnetization (neel n) = 0 := by
  obtain ⟨m, rfl⟩ := hn
  have h : ∀ m : ℕ, ∑ k ∈ range (m + m), sgn (decide (k % 2 = 0)) = 0 := by
    intro m
    induction m with
    | zero => simp
    | succ m ih =>
      have e0 : (m + m) % 2 = 0 := by omega
      have e1 : (m + m + 1) % 2 = 1 := by omega
      rw [show m + 1 + (m + 1) = m + m + 1 + 1 by omega, sum_range_succ,
        sum_range_succ, ih, e0, e1]
      simp [sgn]
  have e : ∑ i : Fin (m + m), sgn (neel (m + m) i) = 0 :=
    (Fin.sum_univ_eq_sum_range (fun k => sgn (decide (k % 2 = 0))) (m + m)).trans (h m)
  rw [magnetization, e, mul_zero]

/-- The half-projected states have parity `η = 1` or `η = -1` under reversal of all spins. -/
theorem halfProjected_parity (n : ℕ) (η : ℂ) (hη : η = 1 ∨ η = -1) (t : Config n) :
    halfProjected n η (flipAll t) = η * halfProjected n η t := by
  have hf : ∀ s : Config n, flipAll (flipAll s) = s := by
    intro s; funext i; simp [flipAll]
  have h1 : flipAll t = neel n ↔ t = flipAll (neel n) :=
    ⟨fun h => by rw [← h, hf], fun h => by rw [h, hf]⟩
  have h2 : flipAll t = flipAll (neel n) ↔ t = neel n :=
    ⟨fun h => by rw [← hf t, h, hf], fun h => by rw [h]⟩
  simp only [halfProjected, superpose, h1, h2]
  rcases hη with rfl | rfl <;> split_ifs <;> ring

/-- For an even number `n ≥ 4` of spins, the alternating state `A` and both half-projected
states `(A + B)/√2` and `(A - B)/√2` have the same value `⟨S²⟩ = n/2`. -/
theorem half_projection_keeps_spin {n : ℕ} (hn : Even n) (h4 : 4 ≤ n) :
    spinExp (superpose 1 0 (neel n)) = (n : ℂ) / 2 ∧
    spinExp (halfProjected n 1) = (n : ℂ) / 2 ∧
    spinExp (halfProjected n (-1)) = (n : ℂ) / 2 := by
  have hr : ‖((1 / Real.sqrt 2 : ℝ) : ℂ)‖ ^ 2 = 1 / 2 := by
    rw [Complex.norm_real, Real.norm_eq_abs, sq_abs, div_pow,
      Real.sq_sqrt (by norm_num), one_pow]
  have main : ∀ a b : ℂ, ‖a‖ ^ 2 + ‖b‖ ^ 2 = 1 →
      spinExp (superpose a b (neel n)) = (n : ℂ) / 2 := by
    intro a b hab
    rw [spinExp_flip_superposition (by omega) a b hab, magnetization_neel hn]
    ring
  refine ⟨main _ _ (by simp), main _ _ ?_, main _ _ ?_⟩
  · rw [one_mul, hr]
    norm_num
  · rw [neg_one_mul, norm_neg, hr]
    norm_num

/-- For two antiparallel spins, `S²` couples the configuration to its complete flip. -/
theorem spinSq_two (ψ : State 2) (s : Config 2) (h : s 1 = !s 0) :
    spinSq ψ s = ψ s + ψ (flipAll s) := by
  have f00 : ∀ s : Config 2, flipAt 0 (flipAt 0 s) = s := by decide
  have f11 : ∀ s : Config 2, flipAt 1 (flipAt 1 s) = s := by decide
  have f01 : ∀ s : Config 2, flipAt 1 (flipAt 0 s) = flipAll s := by decide
  have f10 : ∀ s : Config 2, flipAt 0 (flipAt 1 s) = flipAll s := by decide
  have v00 : ∀ s : Config 2, flipAt 0 s 0 = !s 0 := by decide
  have v01 : ∀ s : Config 2, flipAt 0 s 1 = s 1 := by decide
  have v10 : ∀ s : Config 2, flipAt 1 s 0 = s 0 := by decide
  have v11 : ∀ s : Config 2, flipAt 1 s 1 = !s 1 := by decide
  have st : sgn true = 1 := by simp [sgn]
  have sf : sgn false = -1 := by simp [sgn]
  rw [spinSq_apply]
  simp only [magnetization, Fin.sum_univ_two, f00, f11, f01, f10, v00, v01, v10, v11, h]
  cases s 0 <;> simp only [Bool.not_true, Bool.not_false, st, sf] <;> ring

/-- For two spins the half-projected states `(A + B)/√2` and `(A - B)/√2` have
`⟨S²⟩ = 2` and `⟨S²⟩ = 0`. -/
theorem half_projection_two_spins :
    spinExp (halfProjected 2 1) = 2 ∧ spinExp (halfProjected 2 (-1)) = 0 := by
  have hf : flipAll (flipAll (neel 2)) = neel 2 := by funext i; simp [flipAll]
  have val : ∀ a b : ℂ, spinExp (superpose a b (neel 2))
      = star a * (a + b) + star b * (b + a) := by
    intro a b
    have hv := superpose_apply (by norm_num : 0 < 2) a b (neel 2)
    rw [spinExp_superpose, spinSq_two _ (neel 2) (by decide),
      spinSq_two _ (flipAll (neel 2)) (by decide), hf, hv.1, hv.2]
  have hs : star ((1 / Real.sqrt 2 : ℝ) : ℂ) = ((1 / Real.sqrt 2 : ℝ) : ℂ) :=
    Complex.conj_ofReal _
  have hr : ((1 / Real.sqrt 2 : ℝ) : ℂ) * ((1 / Real.sqrt 2 : ℝ) : ℂ) = 1 / 2 := by
    have h : (1 / Real.sqrt 2) * (1 / Real.sqrt 2) = (1 / 2 : ℝ) := by
      rw [div_mul_div_comm, Real.mul_self_sqrt (by norm_num), one_mul]
    rw [← Complex.ofReal_mul, h]
    norm_num
  constructor
  · rw [halfProjected, val, one_mul, hs]
    linear_combination 4 * hr
  · rw [halfProjected, val, neg_one_mul, star_neg, hs]
    ring

end

end HalfProjectedNeel
```

```lean
#print axioms HalfProjectedNeel.halfProjected_parity
#print axioms HalfProjectedNeel.half_projection_keeps_spin
#print axioms HalfProjectedNeel.half_projection_two_spins
```

```
'HalfProjectedNeel.halfProjected_parity' depends on axioms: [propext, Classical.choice, Quot.sound]
'HalfProjectedNeel.half_projection_keeps_spin' depends on axioms: [propext, Classical.choice, Quot.sound]
'HalfProjectedNeel.half_projection_two_spins' depends on axioms: [propext, Classical.choice, Quot.sound]
```

A `Config n` assigns `true` (up) or `false` (down) to each site, and a `State n` is a complex amplitude for each configuration. The signs \(z_i(s)\) are `sgn (s i)`, the single reversal \(F_i\) is `flipAt i`, and \(\bar s\) is `flipAll s`. The operators `Sx`, `Sy` and `Sz` are the formulas above, and `spinSq` is the sum of their squares, so the double-flip form of \(S^2\) is proved and not put in by definition. `spinExp` is \(\langle\psi|S^2|\psi\rangle\) without division by the norm. It is an expectation value for normalized states, which is why the general theorem assumes `‖a‖ ^ 2 + ‖b‖ ^ 2 = 1`.

The state \(A\) is `superpose 1 0 (neel n)`, with site 0 up, and `halfProjected n η` is \((A+\eta B)/\sqrt2\). Here \(B\) is the reversed configuration with coefficient \(+1\). A convention that attaches a minus sign to \(B\) exchanges the names of the plus and minus states, and with them the values 2 and 0 for two spins.

`half_projection_keeps_spin` says that for even \(n\ge4\) all three states have the value \(n/2\), and `half_projection_two_spins` gives 2 and 0 for \(n=2\). The more general `spinExp_flip_superposition` allows any starting configuration and any normalized pair of amplitudes once \(n\ge3\); the two-spin values show that \(n\ge2\) would not be enough. `halfProjected_parity` states that reversing all spins multiplies the amplitudes by \(\eta=\pm1\), which is the symmetry that the projection restores.

The model contains spins only: there are no orbitals, no charge fluctuations and no Hamiltonian, so nothing follows about energies. For broken-symmetry Hartree-Fock it describes the idealized limit of one electron localized on each site in orthogonal orbitals, and in that limit, for an alternating state of four or more electrons, an unchanged \(\langle S^2\rangle\) is no evidence that half-projection has failed. For two electrons it would be, since there the value has to change from 1 to 2 or 0.

The proof follows the derivation closely. `spinSq_apply` is the double-flip formula: `hx` and `hy` expand \(S_x^2\) and \(S_y^2\) into double sums, and `Complex.I_sq` supplies the sign in the second. `spinSq_of_no_pair_flip` assumes that \(\psi\) vanishes wherever two different reversals lead from \(s\). `Finset.sum_eq_single i` then keeps only the term \(j=i\) of each inner sum, and the result is the factor \(n/2+M^2\).

`superpose_apply` reads off the amplitudes \(a\) and \(b\), and `spinExp_superpose` reduces the sum over all configurations to the two that carry amplitude. In `spinExp_flip_superposition`, the step `key` shows that no pair of reversals at two different sites connects these two configurations with each other or with themselves. Its part `h1` looks at site \(i\), which has changed. Its part `h2` needs a site \(k\) outside \(\{i,j\}\), and finds one by counting: a set of at most two elements cannot contain all \(n\ge3\) sites. The step `hm` gives \(M(\bar s)=-M(s)\), `hnorm` turns the normalization into \(a^*a+b^*b=1\), and `linear_combination` assembles the value.

`magnetization_neel` writes \(n=m+m\) and proves \(M=0\) by induction on \(m\), adding one up-down pair at a time. The main theorem then applies the general one to the amplitude pairs \((1,0)\), \((1/\sqrt2,1/\sqrt2)\) and \((1/\sqrt2,-1/\sqrt2)\). The parity theorem compares amplitudes case by case, using that two complete flips cancel.

For two spins, `spinSq_two` establishes the action of the reversals with `decide`, which runs through the four configurations, and inserts it into `spinSq_apply`. In the last theorem, `val` is the formula \(a^*(a+b)+b^*(b+a)\), and putting in the amplitudes \(\pm1/\sqrt2\) gives your triplet and singlet values.
